# The greatest pure-state quantum Fisher information of a phase generated by a Hermitian matrix is the square of its spectral width

Q: A probe state picks up a phase $\theta$ from a Hermitian generator $G$, and I want the state that responds most sharply to $\theta$. What does the formal statement take as the quantum Fisher information? If it is four times the variance of $G$ by definition, the physics has been put in by hand.

A: It is defined by how the state moves. For a curve of state vectors $\varphi(\theta)$, normalised at the point in question,
$$F = 4\left(\|\varphi'\|^2 - |\langle\varphi,\varphi'\rangle|^2\right).$$
The variance enters only through the law $\varphi' = -iG\varphi$, which stands for noiseless evolution under a fixed generator, with $\hbar = 1$. Then $\|\varphi'\|^2 = \langle G\varphi, G\varphi\rangle = \langle\varphi,G^2\varphi\rangle$. Since $\langle\varphi,G\varphi\rangle$ is real, $|\langle\varphi,\varphi'\rangle|^2 = \langle\varphi,G\varphi\rangle^2$. Hence $F = 4\,\mathrm{Var}\,G$.

Q: And how large can the variance be?

A: Let $M$ and $m$ be the largest and smallest eigenvalues, $\psi$ a unit vector, $g = \langle\psi,G\psi\rangle$ and $W = \langle\psi,(M-G)(G-m)\psi\rangle$. Expanding the product gives $W = (M+m)g - Mm - \langle\psi,G^2\psi\rangle$. Solve for the second moment, subtract $g^2$ and complete the square:
$$\mathrm{Var}\,G = \frac{(M-m)^2}{4} - \left(g - \frac{M+m}{2}\right)^2 - W.$$
In an orthonormal eigenbasis $b_i$ with eigenvalues $\lambda_i$,
$$W = \sum_i (M-\lambda_i)(\lambda_i-m)\,|\langle b_i,\psi\rangle|^2 \ge 0,$$
so the variance is at most $(M-m)^2/4$, and $F$ is at most $(M-m)^2$, the square of the spectral width $M-m$.

Q: Which states reach the bound?

A: Take $m < M$ first. Equality requires $W = 0$ and $g = (M+m)/2$. Every term of the sum then vanishes, so $(M-G)(G-m)\psi = 0$. Put
$$u = \frac{(G-m)\psi}{M-m}, \qquad v = \frac{(M-G)\psi}{M-m}.$$
Then $\psi = u+v$, $Gu = Mu$ and $Gv = mv$. Hermiticity gives $M\langle u,v\rangle = m\langle u,v\rangle$, so $u \perp v$. From $\|u\|^2+\|v\|^2 = 1$ and $M\|u\|^2 + m\|v\|^2 = (M+m)/2$, both squared norms are $1/2$.

Conversely, such a state has variance $(M^2+m^2)/2 - (M+m)^2/4 = (M-m)^2/4$. If $M = m$, any unit eigenvector attains the maximum, which is zero.

Q: Now show me what the Lean objects stand for.

A: The state space `E` is a complex inner product space, and `G` is a linear map on it. The main theorems add finite dimension and `G.IsSymmetric`, which says $\langle Gx,y\rangle = \langle x,Gy\rangle$. A Hermitian matrix acting on $\mathbb{C}^n$ is the standard case.

```lean
import Mathlib

open Complex

namespace OptimalPhaseProbe

noncomputable section

variable {E : Type*} [NormedAddCommGroup E] [InnerProductSpace ℂ E]
```

The expectation value is stored as a real number by taking the real part. For Hermitian `G` nothing is lost.

```lean
/-- The real part of the expectation value `⟨ψ, G ψ⟩`. -/
def mean (G : E →ₗ[ℂ] E) (ψ : E) : ℝ := (inner ℂ ψ (G ψ)).re

/-- The variance `⟨ψ, G² ψ⟩ - ⟨ψ, G ψ⟩²` of a Hermitian generator in a unit vector `ψ`. -/
def variance (G : E →ₗ[ℂ] E) (ψ : E) : ℝ := mean (G ∘ₗ G) ψ - mean G ψ ^ 2
```

The name `levels` means the real eigenvalues of the generator, which need not be energies.

```lean
/-- The set of real eigenvalues of `G`. -/
def levels (G : E →ₗ[ℂ] E) : Set ℝ := {x | Module.End.HasEigenvalue G (x : ℂ)}
```

The name `window` is not a textbook term. It denotes the vector $(M-G)(G-m)\psi$, and $W$ is the inner product of $\psi$ with it.

```lean
/-- The vector `(M - G)(G - m) ψ`. -/
def window (G : E →ₗ[ℂ] E) (M m : ℝ) (ψ : E) : E :=
  (M : ℂ) • (G ψ - (m : ℂ) • ψ) - G (G ψ - (m : ℂ) • ψ)
```

Here is the Fisher information, with no generator in it.

```lean
/-- The pure-state quantum Fisher information `4 (‖φ'‖² - |⟨φ, φ'⟩|²)` at the parameter value `θ`
of a differentiable curve `φ` of state vectors, normalised at `θ`. -/
def fisherInfo (φ : ℝ → E) (θ : ℝ) : ℝ :=
  4 * (‖deriv φ θ‖ ^ 2 - ‖inner ℂ (φ θ) (deriv φ θ)‖ ^ 2)
```

Q: And the claims themselves?

A: `IsGreatest (levels G) M` says that $M$ is an eigenvalue and no eigenvalue exceeds it; `IsLeast` does the same for $m$. These hypotheses force the space to be non-zero. `isGreatest_variance` then says that $(M-m)^2/4$ is attained by a unit vector and exceeded by none. `isGreatest_fisherInfo` says the same of $(M-m)^2$ for the Fisher information at $\theta$, over all solutions of $\varphi' = -iG\varphi$ with $\|\varphi(\theta)\| = 1$.

Q: Then take me through the proof.

A: It starts with the completed square. Linearity expands both sides and `ring` compares them. This identity needs neither Hermiticity nor any special choice of the real numbers $M$ and $m$.

```lean
/-- In a unit vector the variance falls short of `(M - m)²/4` by the squared distance of the mean
from the midpoint `(M + m)/2` plus the real part of the expectation of `(M - G)(G - m)`. -/
theorem variance_eq (G : E →ₗ[ℂ] E) (M m : ℝ) {ψ : E} (hψ : ‖ψ‖ = 1) :
    variance G ψ = (M - m) ^ 2 / 4 - (mean G ψ - (M + m) / 2) ^ 2
      - (inner ℂ ψ (window G M m ψ)).re := by
  have h : inner ℂ ψ ψ = (1 : ℂ) := by simp [inner_self_eq_norm_sq_to_K, hψ]
  simp only [variance, mean, window, LinearMap.comp_apply, map_sub, map_smul, inner_sub_right,
    inner_smul_right, h, Complex.sub_re, Complex.re_ofReal_mul, mul_one, Complex.ofReal_re]
  ring
```

Next comes the sign of $W$. In the proof, `hw` gives the components of the `window` vector in the eigenbasis, and `hs` is the sum written above. Each term is non-negative; if the sum vanishes, every component of the vector does too.

```lean
/-- In finite dimension, if `M` and `m` are the largest and smallest eigenvalues of a Hermitian `G`,
then `(M - G)(G - m)` has non-negative expectation, and annihilates `ψ` if its expectation vanishes.
-/
theorem window_nonneg [FiniteDimensional ℂ E] {G : E →ₗ[ℂ] E} (hG : G.IsSymmetric) {M m : ℝ}
    (hM : IsGreatest (levels G) M) (hm : IsLeast (levels G) m) (ψ : E) :
    0 ≤ (inner ℂ ψ (window G M m ψ)).re ∧
      ((inner ℂ ψ (window G M m ψ)).re = 0 → window G M m ψ = 0) := by
  -- an orthonormal basis of eigenvectors
  obtain ⟨b, l, hl, hb⟩ : ∃ (b : OrthonormalBasis (Fin (Module.finrank ℂ E)) ℂ E)
      (l : Fin (Module.finrank ℂ E) → ℝ),
      (∀ i, l i ∈ levels G) ∧ ∀ i, G (b i) = (l i : ℂ) • b i :=
    ⟨hG.eigenvectorBasis rfl, hG.eigenvalues rfl,
      fun i => hG.hasEigenvalue_eigenvalues rfl i, fun i => hG.apply_eigenvectorBasis rfl i⟩
  have hin : ∀ i y, inner ℂ (b i) (G y) = (l i : ℂ) * inner ℂ (b i) y := by
    intro i y
    rw [← hG (b i) y, hb, inner_smul_left, Complex.conj_ofReal]
  have hw : ∀ i, inner ℂ (b i) (window G M m ψ)
      = (((M - l i) * (l i - m) : ℝ) : ℂ) * inner ℂ (b i) ψ := by
    intro i
    simp only [window, inner_sub_right, inner_smul_right, hin]
    push_cast
    ring
  -- the expectation is a sum of non-negative terms
  have hs : (inner ℂ ψ (window G M m ψ)).re
      = ∑ i, (M - l i) * (l i - m) * ‖inner ℂ (b i) ψ‖ ^ 2 := by
    rw [← b.sum_inner_mul_inner ψ (window G M m ψ), Complex.re_sum]
    refine Finset.sum_congr rfl fun i _ => ?_
    rw [hw, ← inner_conj_symm ψ (b i), Complex.sq_norm, Complex.normSq_apply]
    generalize (M - l i) * (l i - m) = c
    simp only [Complex.mul_re, Complex.mul_im, Complex.conj_re, Complex.conj_im,
      Complex.ofReal_re, Complex.ofReal_im]
    ring
  have hc : ∀ i, 0 ≤ (M - l i) * (l i - m) * ‖inner ℂ (b i) ψ‖ ^ 2 := fun i =>
    mul_nonneg (mul_nonneg (sub_nonneg.2 (hM.2 (hl i))) (sub_nonneg.2 (hm.2 (hl i))))
      (sq_nonneg _)
  refine ⟨hs ▸ Finset.sum_nonneg fun i _ => hc i, fun h => ?_⟩
  rw [hs, Finset.sum_eq_zero_iff_of_nonneg (fun i _ => hc i)] at h
  rw [← inner_self_eq_zero (𝕜 := ℂ), ← b.sum_inner_mul_inner (window G M m ψ) (window G M m ψ)]
  refine Finset.sum_eq_zero fun i hi => ?_
  rcases mul_eq_zero.1 (h i hi) with h0 | h0
  · rw [hw i, h0, Complex.ofReal_zero, zero_mul, mul_zero]
  · have h1 : inner ℂ (b i) ψ = 0 := norm_eq_zero.1 ((pow_eq_zero_iff two_ne_zero).1 h0)
    rw [hw i, h1, mul_zero, mul_zero]
```

The moments of a two-component superposition are computed once, for orthogonal $u$ and $v$ of any length.

```lean
/-- Norm, mean and second moment of a superposition of two orthogonal vectors `u`, `v` with
`G u = M u` and `G v = m v`. -/
theorem superposition_moments {G : E →ₗ[ℂ] E} {M m : ℝ} {u v : E} (hu : G u = (M : ℂ) • u)
    (hv : G v = (m : ℂ) • v) (huv : inner ℂ u v = 0) :
    ‖u + v‖ ^ 2 = ‖u‖ ^ 2 + ‖v‖ ^ 2 ∧ mean G (u + v) = M * ‖u‖ ^ 2 + m * ‖v‖ ^ 2 ∧
      mean (G ∘ₗ G) (u + v) = M ^ 2 * ‖u‖ ^ 2 + m ^ 2 * ‖v‖ ^ 2 := by
  have hvu : inner ℂ v u = 0 := inner_eq_zero_symm.1 huv
  have n : ∀ x : E, inner ℂ x x = ((‖x‖ ^ 2 : ℝ) : ℂ) := by
    intro x
    simp [inner_self_eq_norm_sq_to_K]
  refine ⟨?_, ?_, ?_⟩
  · rw [norm_add_sq (𝕜 := ℂ), huv]
    simp
  · simp only [mean, map_add, hu, hv, inner_add_left, inner_add_right, inner_smul_right, huv, hvu,
      n, add_zero, zero_add, Complex.add_re, Complex.re_ofReal_mul, Complex.ofReal_re]
  · simp only [mean, LinearMap.comp_apply, map_add, map_smul, hu, hv, inner_add_left,
      inner_add_right, inner_smul_right, huv, hvu, n, add_zero, zero_add,
      Complex.add_re, Complex.re_ofReal_mul, Complex.ofReal_re]
    ring
```

The characterisation of the optimal states follows the calculation above. `linarith` extracts the two vanishing terms, `k` is $1/(M-m)$, and the `linear_combination` steps with `module` verify the two eigenvector equations.

```lean
/-- For a Hermitian `G` on a finite-dimensional space, with extreme eigenvalues `m < M`, a unit
vector has variance `(M - m)²/4` exactly when it is an equal-weight superposition of an `M`- and an
`m`-eigenvector. -/
theorem variance_eq_max_iff [FiniteDimensional ℂ E] {G : E →ₗ[ℂ] E} (hG : G.IsSymmetric)
    {M m : ℝ} (hM : IsGreatest (levels G) M) (hm : IsLeast (levels G) m) (hlt : m < M)
    {ψ : E} (hψ : ‖ψ‖ = 1) :
    variance G ψ = (M - m) ^ 2 / 4 ↔ ∃ u v : E, G u = (M : ℂ) • u ∧ G v = (m : ℂ) • v ∧
      ‖u‖ ^ 2 = 1 / 2 ∧ ‖v‖ ^ 2 = 1 / 2 ∧ ψ = u + v := by
  have hne : (M : ℂ) - m ≠ 0 := sub_ne_zero.2 (by exact_mod_cast hlt.ne')
  -- eigenvectors of different eigenvalues are orthogonal
  have orth : ∀ u v : E, G u = (M : ℂ) • u → G v = (m : ℂ) • v → inner ℂ u v = 0 := by
    intro u v hu hv
    have h := hG u v
    rw [hu, hv, inner_smul_left, inner_smul_right, Complex.conj_ofReal] at h
    exact (mul_eq_zero.1 (by linear_combination h :
      ((M : ℂ) - m) * inner ℂ u v = 0)).resolve_left hne
  constructor
  · intro h
    obtain ⟨h0, hz⟩ := window_nonneg hG hM hm ψ
    have he := variance_eq G M m hψ
    have hsq := sq_nonneg (mean G ψ - (M + m) / 2)
    have hw := hz (by linarith)
    have hmean : mean G ψ - (M + m) / 2 = 0 :=
      (pow_eq_zero_iff two_ne_zero).1 (by linarith)
    simp only [window, map_sub, map_smul] at hw
    -- split the state into its two eigencomponents
    obtain ⟨u, v, hu, hv, hs⟩ : ∃ u v : E, G u = (M : ℂ) • u ∧ G v = (m : ℂ) • v ∧
        ψ = u + v := by
      obtain ⟨k, hk⟩ : ∃ k : ℂ, k * ((M : ℂ) - m) = 1 := ⟨_, inv_mul_cancel₀ hne⟩
      refine ⟨k • (G ψ - (m : ℂ) • ψ), k • ((M : ℂ) • ψ - G ψ), ?_, ?_, ?_⟩
      · simp only [map_sub, map_smul]
        linear_combination (norm := module) (-k) • hw
      · simp only [map_sub, map_smul]
        linear_combination (norm := module) k • hw
      · calc ψ = (k * ((M : ℂ) - m)) • ψ := by rw [hk, one_smul]
          _ = _ := by module
    obtain ⟨h1, h2, -⟩ := superposition_moments hu hv (orth u v hu hv)
    rw [← hs] at h1 h2
    rw [hψ] at h1
    have ha : ‖u‖ ^ 2 = 1 / 2 := by
      apply mul_left_cancel₀ (sub_ne_zero.2 hlt.ne')
      linear_combination hmean - h2 + m * h1
    exact ⟨u, v, hu, hv, ha, by linarith, hs⟩
  · rintro ⟨u, v, hu, hv, ha, hb, rfl⟩
    obtain ⟨-, h2, h3⟩ := superposition_moments hu hv (orth u v hu hv)
    rw [variance, h2, h3, ha, hb]
    ring
```

For existence, eigenvectors are rescaled to squared norm $1/2$ each. When $M = m$, the proof takes a unit eigenvector and $v = 0$, which also handles a one-dimensional space.

```lean
/-- Some unit vector of variance `(M - m)²/4` is a sum `u + v` with `G u = M u` and `G v = m v`,
for a Hermitian `G` with largest eigenvalue `M` and smallest eigenvalue `m`. -/
theorem exists_optimal [FiniteDimensional ℂ E] {G : E →ₗ[ℂ] E} (hG : G.IsSymmetric) {M m : ℝ}
    (hM : IsGreatest (levels G) M) (hm : IsLeast (levels G) m) :
    ∃ u v : E, G u = (M : ℂ) • u ∧ G v = (m : ℂ) • v ∧ ‖u + v‖ = 1 ∧
      variance G (u + v) = (M - m) ^ 2 / 4 := by
  -- eigenvectors can be given any weight
  have scale : ∀ x ∈ levels G, ∀ s : ℝ, 0 ≤ s → ∃ u : E, G u = (x : ℂ) • u ∧ ‖u‖ ^ 2 = s := by
    intro x hx s hs
    obtain ⟨w, hw⟩ := Module.End.HasEigenvalue.exists_hasEigenvector hx
    have hn : ‖w‖ ≠ 0 := norm_ne_zero_iff.2 hw.2
    refine ⟨((√s / ‖w‖ : ℝ) : ℂ) • w, ?_, ?_⟩
    · rw [map_smul, hw.apply_eq_smul, smul_comm]
    · rw [norm_smul, Complex.norm_real, Real.norm_eq_abs, mul_pow, sq_abs, div_pow,
        Real.sq_sqrt hs, div_mul_cancel₀ _ (pow_ne_zero 2 hn)]
  have one : ∀ x : E, ‖x‖ ^ 2 = 1 → ‖x‖ = 1 := fun x hx => by
    nlinarith [norm_nonneg x]
  rcases (hm.2 hM.1).eq_or_lt with heq | hlt
  · obtain ⟨u, hu, hn⟩ := scale M hM.1 1 zero_le_one
    have hv : G (0 : E) = (m : ℂ) • (0 : E) := by simp
    obtain ⟨h1, h2, h3⟩ := superposition_moments hu hv (inner_zero_right u)
    refine ⟨u, 0, hu, hv, one _ (by rw [h1, hn]; simp), ?_⟩
    rw [variance, h2, h3, hn, heq, norm_zero]
    ring
  · obtain ⟨u, hu, ha⟩ := scale M hM.1 (1 / 2) (by norm_num)
    obtain ⟨v, hv, hb⟩ := scale m hm.1 (1 / 2) (by norm_num)
    have huv : inner ℂ u v = 0 := by
      have h := hG u v
      rw [hu, hv, inner_smul_left, inner_smul_right, Complex.conj_ofReal] at h
      have hne : (M : ℂ) - m ≠ 0 := sub_ne_zero.2 (by exact_mod_cast hlt.ne')
      exact (mul_eq_zero.1 (by linear_combination h :
        ((M : ℂ) - m) * inner ℂ u v = 0)).resolve_left hne
    have hn : ‖u + v‖ = 1 := one _ (by
      rw [(superposition_moments hu hv huv).1, ha, hb]; norm_num)
    exact ⟨u, v, hu, hv, hn,
      (variance_eq_max_iff hG hM hm hlt hn).2 ⟨u, v, hu, hv, ha, hb, rfl⟩⟩
```

The maximum combines this state with the bound.

```lean
/-- In finite dimension, the greatest variance of a Hermitian `G` over unit vectors is `(M - m)²/4`,
where `M` and `m` are its largest and smallest eigenvalues. -/
theorem isGreatest_variance [FiniteDimensional ℂ E] {G : E →ₗ[ℂ] E} (hG : G.IsSymmetric)
    {M m : ℝ} (hM : IsGreatest (levels G) M) (hm : IsLeast (levels G) m) :
    IsGreatest {x : ℝ | ∃ ψ : E, ‖ψ‖ = 1 ∧ variance G ψ = x} ((M - m) ^ 2 / 4) := by
  constructor
  · obtain ⟨u, v, -, -, hn, hvar⟩ := exists_optimal hG hM hm
    exact ⟨u + v, hn, hvar⟩
  · rintro x ⟨ψ, hψ, rfl⟩
    have h := (window_nonneg hG hM hm ψ).1
    rw [variance_eq G M m hψ]
    linarith [sq_nonneg (mean G ψ - (M + m) / 2)]
```

Q: Where is the link to the Fisher information actually proved?

A: Here. `him` shows that $\langle\varphi,G\varphi\rangle$ has no imaginary part, and Hermiticity turns $\|G\varphi\|^2$ into the second moment. The identity is algebraic and does not assume $\|\varphi(\theta)\| = 1$; its two sides have their physical meaning for a unit vector, which is the case used in the main theorem.

```lean
/-- If a Hermitian `G` imprints the phase, `φ' = -i G φ` at `θ`, then the quantum Fisher
information at `θ` is four times the variance of `G`. -/
theorem fisherInfo_eq {G : E →ₗ[ℂ] E} (hG : G.IsSymmetric) {φ : ℝ → E} {θ : ℝ}
    (h : HasDerivAt φ ((-I) • G (φ θ)) θ) : fisherInfo φ θ = 4 * variance G (φ θ) := by
  have him : (inner ℂ (φ θ) (G (φ θ))).im = 0 := by
    have h1 := congrArg Complex.im (inner_conj_symm (𝕜 := ℂ) (φ θ) (G (φ θ)))
    rw [hG (φ θ) (φ θ), Complex.conj_im] at h1
    linarith
  have h2 : (inner ℂ (G (φ θ)) (G (φ θ))).re = ‖G (φ θ)‖ ^ 2 :=
    inner_self_eq_norm_sq (𝕜 := ℂ) _
  rw [hG (φ θ) (G (φ θ))] at h2
  rw [fisherInfo, h.deriv, inner_smul_right, norm_smul, norm_mul, norm_neg, Complex.norm_I,
    one_mul, one_mul, Complex.sq_norm, Complex.normSq_apply, him, ← h2]
  simp only [variance, mean, LinearMap.comp_apply]
  ring
```

Q: Could the optimal state fail to lie on a genuine evolution?

A: No, because the last proof constructs one:
$$\varphi(t) = e^{-iM(t-\theta)}u + e^{-im(t-\theta)}v.$$
`phase` differentiates the exponentials, `hφ` checks the evolution equation at every $t$, and $\varphi(\theta) = u+v$ is the optimal state. The upper bound is four times the variance bound.

```lean
/-- In finite dimension, among all solutions of `φ' = -i G φ` normalised at `θ`, the greatest
quantum Fisher information at `θ` is `(M - m)²`, for a Hermitian `G` with largest and smallest
eigenvalues `M` and `m`. -/
theorem isGreatest_fisherInfo [FiniteDimensional ℂ E] {G : E →ₗ[ℂ] E} (hG : G.IsSymmetric)
    {M m : ℝ} (hM : IsGreatest (levels G) M) (hm : IsLeast (levels G) m) (θ : ℝ) :
    IsGreatest {F : ℝ | ∃ φ : ℝ → E, (∀ t, HasDerivAt φ ((-I) • G (φ t)) t) ∧
      ‖φ θ‖ = 1 ∧ fisherInfo φ θ = F} ((M - m) ^ 2) := by
  constructor
  · obtain ⟨u, v, hu, hv, hn, hvar⟩ := exists_optimal hG hM hm
    -- each eigencomponent rotates with its own phase
    have phase : ∀ a t : ℝ, HasDerivAt (fun s : ℝ => cexp (-I * a * ((s : ℂ) - θ)))
        (cexp (-I * a * ((t : ℂ) - θ)) * (-I * a)) t := by
      intro a t
      have h0 : HasDerivAt (fun s : ℝ => (s : ℂ)) 1 t := by
        simpa using (hasDerivAt_id t).ofReal_comp
      exact (((h0.sub_const (θ : ℂ)).const_mul (-I * (a : ℂ))).congr_deriv (mul_one _)).cexp
    let φ : ℝ → E := fun s =>
      cexp (-I * M * ((s : ℂ) - θ)) • u + cexp (-I * m * ((s : ℂ) - θ)) • v
    have hφ : ∀ t, HasDerivAt φ ((-I) • G (φ t)) t := by
      intro t
      refine (((phase M t).smul_const u).fun_add ((phase m t).smul_const v)).congr_deriv ?_
      simp only [φ, map_add, map_smul, hu, hv]
      module
    have h0 : φ θ = u + v := by simp [φ]
    refine ⟨φ, hφ, by rw [h0, hn], ?_⟩
    rw [fisherInfo_eq hG (hφ θ), h0, hvar]
    ring
  · rintro F ⟨φ, hφ, hn, rfl⟩
    rw [fisherInfo_eq hG (hφ θ)]
    have h := (isGreatest_variance hG hM hm).2 ⟨φ θ, hn, rfl⟩
    linarith

end

end OptimalPhaseProbe
```

```lean
#print axioms OptimalPhaseProbe.isGreatest_fisherInfo
-- 'OptimalPhaseProbe.isGreatest_fisherInfo' depends on axioms: [propext, Classical.choice, Quot.sound]
```

Q: So does this tell me how precisely an instrument can read the phase?

A: Not without one more step. Passing from $F$ to an estimation error takes the quantum Cramér–Rao bound and a suitable measurement, which come from estimation theory and are not derived here. Mixed states and noise are also left out.

Q: What does it say about Heisenberg-limited probes?

A: For $N$ non-interacting, noiseless qubits with $G = \tfrac12\sum_j \sigma_z^{(j)}$, the extreme eigenvalues are $\pm N/2$, so the greatest pure-state Fisher information is $N^2$. That is the Heisenberg scaling, and an equal-weight superposition of all spins up and all spins down reaches it.
